# For an idempotent matrix P, exp(tP) = 1 + (eᵗ − 1)P

A projector, in the broad sense of a matrix with P² = P, has an exponential that needs no infinite series to write down: exp(tP) = 1 + (eᵗ − 1)P. The declaration states this for a finite square complex matrix P and any complex number t; P need not be Hermitian, so the projection need not be orthogonal. The proof goes through the power series. Every positive power of P is P itself, so the series is the scalar series for eᵗ multiplied by P, with a correction of 1 − P in the zeroth term.

In Lean, a first try:

```lean
import Mathlib

open Matrix
open scoped Kronecker

namespace ExpSmulIdempotent

noncomputable section

/-- The exponential of a multiple of an idempotent matrix `P` is
`exp (t P) = 1 + (exp t - 1) P`. -/
theorem exp_smul_idempotent {n : Type*} [Fintype n] [DecidableEq n]
    (P : Matrix n n ℂ) (hP : P * P = P) (t : ℂ) :
    NormedSpace.exp (t • P) = 1 + (Complex.exp t - 1) • P := by
  have hs : HasSum (fun k : ℕ => t ^ k / (k.factorial : ℂ)) (Complex.exp t) := by
    rw [Complex.exp_eq_exp_ℂ]
    exact NormedSpace.expSeries_div_hasSum_exp t
  -- every power of P is P, except the zeroth, which is corrected by 1 - P
  have h := (hs.smul_const P).add (hasSum_ite_eq (0 : ℕ) (1 - P))
  have hpow : ∀ k : ℕ, P ^ (k + 1) = P := by
    intro k
    induction k with
    | zero => simp
    | succ k ih => rw [pow_succ, ih, hP]
  rw [NormedSpace.exp_eq_tsum ℂ]
  have hterm : (fun k : ℕ => ((k.factorial : ℂ)⁻¹) • (t • P) ^ k) =
      fun k : ℕ => (t ^ k / (k.factorial : ℂ)) • P + if k = 0 then 1 - P else 0 := by
    funext k
    cases k with
    | zero => simp
    | succ k =>
      rw [smul_pow, hpow, smul_smul, if_neg (Nat.succ_ne_zero k), add_zero, div_eq_inv_mul]
  rw [hterm, h.tsum_eq]
  module

end

end ExpSmulIdempotent
```

Compiling this gives:

```
Main.lean:33:6: error: Tactic `rewrite` failed: Did not find an occurrence of the pattern
  fun k => (↑k.factorial)⁻¹ • (t • P) ^ k
in the target expression
  (fun x => ∑' (n_1 : ℕ), (↑n_1.factorial)⁻¹ • x ^ n_1) (t • P) = 1 + (Complex.exp t - 1) • P

n : Type u_1
inst✝¹ : Fintype n
inst✝ : DecidableEq n
P : Matrix n n ℂ
hP : P * P = P
t : ℂ
hs : HasSum (fun k => t ^ k / ↑k.factorial) (Complex.exp t)
h : HasSum (fun b => (t ^ b / ↑b.factorial) • P + if b = 0 then 1 - P else 0) (Complex.exp t • P + (1 - P))
hpow : ∀ (k : ℕ), P ^ (k + 1) = P
hterm : (fun k => (↑k.factorial)⁻¹ • (t • P) ^ k) = fun k => (t ^ k / ↑k.factorial) • P + if k = 0 then 1 - P else 0
⊢ (fun x => ∑' (n_1 : ℕ), (↑n_1.factorial)⁻¹ • x ^ n_1) (t • P) = 1 + (Complex.exp t - 1) • P
```

What went wrong. The error says that `rw [hterm, h.tsum_eq]` cannot find the left side of `hterm` in the goal. The earlier rewrite with `NormedSpace.exp_eq_tsum ℂ` replaced the exponential by a function, `fun x => ∑' ...`, and left that function applied to `t • P` without carrying out the substitution. Inside the sum the goal therefore still has the bound variable `x`, where `hterm` has `t • P`. The two agree once the function is evaluated, but `rw` looks for the pattern in the expression as it stands, and there it does not occur.

The added `change` line restates the goal with `t • P` put in for `x`. Lean accepts this because the two forms are equal by definition. The summand is now the left side of `hterm`, so the rewrite goes through, and `h.tsum_eq` can then replace the sum by its value. The closing `module` is unchanged and proves the remaining identity.

The change, after which it compiles:

```diff
@@ -31,4 +31,5 @@
     | succ k =>
       rw [smul_pow, hpow, smul_smul, if_neg (Nat.succ_ne_zero k), add_zero, div_eq_inv_mul]
+  change (∑' k : ℕ, ((k.factorial : ℂ)⁻¹) • (t • P) ^ k) = _
   rw [hterm, h.tsum_eq]
   module
```
